# For a fermionic correlation matrix $C$, every zero of $\det(1+(z-1)C)$ is real and nonpositive

The cumulants of a particle number are, up to powers of $\mathrm{i}$, the derivatives at $\lambda=0$ of $\log\chi(e^{\mathrm{i}\lambda})$, where $\chi(z)=\langle z^N\rangle$ is the generating function of the number $N$ and $\lambda$ is a real counting field. If $\chi$ vanishes somewhere on the unit circle, the logarithm is singular there and a continuous branch cannot be followed through the point. With no information about the zeros, this could happen at any $\lambda$ other than a multiple of $2\pi$. For a number-conserving free-fermion (Gaussian) state on finitely many modes, the zeros are confined to the half-line $z\le 0$, so the only dangerous point of the circle is $z=-1$.

## The correlation matrix and its generating function

Let $c_i$ annihilate a fermion in mode $i$, and let $C_{ij}=\langle c_i^\dagger c_j\rangle$. For a number-conserving Gaussian state,

$$\chi(z)=\langle z^N\rangle=\det\bigl(1+(z-1)C\bigr).$$

For the number of particles in a subregion, $C$ is restricted to the modes of that region.

The file takes the determinant as the definition of $\chi$. It builds no Fock space and does not derive the determinant from a many-body state. Interacting states and states with pairing are not covered, since their counting statistics are not given by this formula in general.

In Lean 4 with Mathlib:

```lean
import Mathlib

open Matrix

namespace FullCountingZeros

noncomputable section

variable {n : Type*} [Fintype n] [DecidableEq n]
```

The type `n` labels the modes and is finite. A vector $v$ is a function `n → ℂ`, `star v ⬝ᵥ v` is $v^\dagger v$, and `star v ⬝ᵥ C *ᵥ v` is $v^\dagger Cv$. The condition $0\le C\le 1$ is stated through these quadratic forms, for all vectors and without normalisation.

```lean
/-- A correlation matrix of fermionic modes: Hermitian, with `0 ≤ C ≤ 1` as quadratic forms. -/
structure IsCorrelationMatrix (C : Matrix n n ℂ) : Prop where
  herm : C.IsHermitian
  nonneg : ∀ v : n → ℂ, 0 ≤ (star v ⬝ᵥ C *ᵥ v).re
  le_one : ∀ v : n → ℂ, (star v ⬝ᵥ C *ᵥ v).re ≤ (star v ⬝ᵥ v).re
```

The next two definitions are the generating function and the probability of an occupation pattern. In the second, `S` is the set of occupied modes, and mode $i$ is filled with probability $p_i$ independently of the others.

```lean
/-- The particle-number generating function `det (1 + (z - 1) C)` of a free-fermion state. -/
def countingGF (C : Matrix n n ℂ) (z : ℂ) : ℂ := (1 + (z - 1) • C).det

/-- The probability that exactly the modes in `S` are occupied, when the modes are
independently occupied with probabilities `p i`. -/
def patternProb (p : n → ℝ) (S : Finset n) : ℝ :=
  (∏ i ∈ S, p i) * ∏ i ∈ Finset.univ \ S, (1 - p i)
```

The derivation starts from a kernel vector. If $\chi(z)=0$, the matrix $1+(z-1)C$ is singular, so some $v\neq0$ satisfies $v+(z-1)Cv=0$. Multiply from the left by $v^\dagger$ and write $n=v^\dagger v$ and $c=v^\dagger Cv$ for the two numbers that appear (in the code, `n` is the type of the modes, and $c_i$ remains an annihilation operator):

$$n+(z-1)c=0.$$

Each of the three fields of `IsCorrelationMatrix` now contributes one fact about $c$. The one-mode counter-examples below, each with a single field removed, are plain arithmetic and not theorems of the file.

## Hermiticity: the zeros are real

Physically, `herm` holds because $c_j^\dagger c_i$ is the adjoint of $c_i^\dagger c_j$. It makes $c$ real:

$$\overline{v^\dagger Cv}=v^\dagger C^\dagger v=v^\dagger Cv.$$

The lemma `expectation_im` carries out this computation and concludes that the imaginary part is zero.

```lean
omit [DecidableEq n] in
/-- The expectation value of a Hermitian matrix is real. -/
theorem expectation_im {C : Matrix n n ℂ} (hC : C.IsHermitian) (v : n → ℂ) :
    (star v ⬝ᵥ C *ᵥ v).im = 0 := by
  have h : star (star v ⬝ᵥ C *ᵥ v) = star v ⬝ᵥ C *ᵥ v := by
    rw [← Matrix.star_dotProduct, Matrix.star_mulVec, hC.eq, Matrix.dotProduct_mulVec]
  exact Complex.conj_eq_iff_im.mp h
```

The number $n$ is real as well, and it is positive because $n=\sum_i|v_i|^2$ has at least one nonzero term.

```lean
omit [DecidableEq n] in
/-- A nonzero vector has positive squared norm. -/
theorem normSq_pos {v : n → ℂ} (hv : v ≠ 0) : 0 < (star v ⬝ᵥ v).re := by
  have h : (star v ⬝ᵥ v).re = ∑ i, Complex.normSq (v i) := by
    simp [dotProduct, Complex.normSq_apply]
  obtain ⟨i, hi⟩ := Function.ne_iff.mp hv
  rw [h]
  exact Finset.sum_pos' (fun j _ => Complex.normSq_nonneg _)
    ⟨i, Finset.mem_univ i, Complex.normSq_pos.mpr hi⟩
```

Now put $z=x+\mathrm{i}y$ and separate the kernel equation into its real and imaginary parts:

$$n+(x-1)c=0,\qquad yc=0.$$

If $c$ were zero, the first equation would give $n=0$, which is excluded. Hence $c\ne0$, and the second equation gives $y=0$. Reality of the zeros therefore needs only Hermiticity; the two bounds decide the sign.

Without Hermiticity, take the single entry $C=(1+\mathrm{i})/2$. The real part of its quadratic form is $\tfrac12 v^\dagger v$, so both bounds hold as the file states them. Yet $1+(z-1)C$ vanishes at $z=\mathrm{i}$, which is not real and lies on the unit circle.

## The lower bound: no negative occupation

With $a=\sum_j v_jc_j$, the quadratic form is $v^\dagger Cv=\langle a^\dagger a\rangle$. For normalised $v$ this is the mean occupation of one mode, and for any nonzero $v$ the occupation of the normalised mode is $c/n$. The field `nonneg` says that it is never negative.

By hand, $c\ge0$ and $c\neq0$ together give $c>0$. The real part of the kernel equation can then be solved as

$$x=1-\frac{n}{c},$$

and the sign of $x$ depends only on whether $c$ exceeds $n$.

The proof follows the same route. `Matrix.exists_mulVec_eq_zero_iff` supplies the kernel vector, and `heq` is the equation paired with $v$. Its real and imaginary parts are `hre` and `him`, in which `expectation_im` removes the imaginary parts of $c$ and $n$. The step `hc` excludes $c=0$, and `hcpos` combines it with `nonneg`.

```lean
/-- Every zero of the particle-number generating function of a free-fermion state is real
and nonpositive. -/
theorem zeros_real_nonpos {C : Matrix n n ℂ} (hC : IsCorrelationMatrix C) {z : ℂ}
    (hz : countingGF C z = 0) : z.im = 0 ∧ z.re ≤ 0 := by
  -- a vanishing determinant gives a kernel vector
  obtain ⟨v, hv, hk⟩ := Matrix.exists_mulVec_eq_zero_iff.mpr hz
  have heq : star v ⬝ᵥ v + (z - 1) * (star v ⬝ᵥ C *ᵥ v) = 0 := by
    have h := congrArg (fun w => star v ⬝ᵥ w) hk
    simpa only [Matrix.add_mulVec, Matrix.one_mulVec, Matrix.smul_mulVec, dotProduct_add,
      dotProduct_smul, smul_eq_mul, dotProduct_zero] using h
  have hn := normSq_pos hv
  have hnim : (star v ⬝ᵥ v).im = 0 := by
    have h := expectation_im (Matrix.isHermitian_one (n := n) (α := ℂ)) v
    rwa [Matrix.one_mulVec] at h
  have hcim := expectation_im hC.herm v
  have h0 := hC.nonneg v
  have h1 := hC.le_one v
  -- compare real and imaginary parts
  have hre := congrArg Complex.re heq
  have him := congrArg Complex.im heq
  simp only [Complex.add_re, Complex.mul_re, Complex.sub_re, Complex.one_re, hcim,
    mul_zero, sub_zero, Complex.zero_re] at hre
  simp only [Complex.add_im, Complex.mul_im, Complex.sub_im, Complex.one_im, hcim, hnim,
    mul_zero, sub_zero, zero_add, Complex.zero_im] at him
  have hc : (star v ⬝ᵥ C *ᵥ v).re ≠ 0 := by
    intro h
    rw [h, mul_zero] at hre
    linarith
  have hcpos := lt_of_le_of_ne h0 (Ne.symm hc)
  refine ⟨(mul_eq_zero.mp him).resolve_right hc, ?_⟩
  by_contra hneg
  have := mul_pos (not_le.mp hneg) hcpos
  linarith
```

Without the lower bound, take $C=-1$ on a single mode. It is Hermitian and satisfies the upper bound, but $\chi(z)=1-(z-1)=2-z$ vanishes at $z=2$.

## The upper bound: Pauli exclusion

The anticommutator $\{a,a^\dagger\}=v^\dagger v$ gives

$$v^\dagger Cv=v^\dagger v-\langle aa^\dagger\rangle\le v^\dagger v .$$

This is `le_one`: no normalised mode holds more than one fermion on average.

By hand, $0<c\le n$ gives $n/c\ge1$, hence $x\le0$. The proof avoids the division. It supposes $x>0$, so that $xc>0$, and rewrites the real part as $(n-c)+xc=0$. The first term is nonnegative by `le_one`, named `h1` in the proof, and the second is positive, which is a contradiction. The last `linarith` finds it.

Without the upper bound, take $C=2$ on a single mode. Then $\chi(z)=1+2(z-1)=2z-1$ vanishes at $z=1/2$. The same effect can arise from rounding in a free-fermion simulation: an eigenvalue $1+\varepsilon$ with small $\varepsilon>0$ puts a zero at $\varepsilon/(1+\varepsilon)$, just to the right of the origin.

## The unit circle

With all three hypotheses in place, let $|z|=1$ and $\chi(z)=0$. Then $y=0$ and $x^2=1$, and $x\le0$ leaves only $x=-1$. The proof of `ne_zero_on_circle` assumes a zero and reaches $z=-1$ in this way, against the hypothesis `hne`.

```lean
/-- On the unit circle the generating function can vanish only at `z = -1`. -/
theorem ne_zero_on_circle {C : Matrix n n ℂ} (hC : IsCorrelationMatrix C) {z : ℂ}
    (hz : ‖z‖ = 1) (hne : z ≠ -1) : countingGF C z ≠ 0 := by
  intro h
  obtain ⟨him, hre⟩ := zeros_real_nonpos hC h
  have hs := Complex.sq_norm z
  rw [hz, Complex.normSq_apply, him] at hs
  apply hne
  apply Complex.ext
  · simp only [Complex.neg_re, Complex.one_re]
    nlinarith
  · simp [him]
```

In terms of the counting field, $\chi(e^{\mathrm{i}\lambda})$ is nonzero unless $\lambda$ is an odd multiple of $\pi$. The theorem permits a zero at $z=-1$ but does not say that there is one. A system consisting of one mode with occupation $1/2$ has one, since there $\chi(z)=(1+z)/2$.

## Independent eigenmodes

Hermiticity alone also factorises the generating function. Write $C=UDU^\dagger$ with $U$ unitary and $D$ diagonal with real entries $p_i$. Then

$$1+(z-1)C=U\bigl(1+(z-1)D\bigr)U^\dagger,$$

and because $\det U\,\det U^\dagger=1$,

$$\chi(z)=\prod_i(1-p_i+p_iz).$$

In the proof, `hs` is the spectral decomposition, `h1` is the displayed conjugation and `h2` computes the diagonal entries. The last rewrite cancels the unitary.

```lean
/-- The generating function is a product over the eigenmodes of `C`, with one factor
`1 - p + p z` for each eigenvalue `p`. -/
theorem countingGF_eq_prod {C : Matrix n n ℂ} (hC : C.IsHermitian) (z : ℂ) :
    countingGF C z = ∏ i, (1 - (hC.eigenvalues i : ℂ) + hC.eigenvalues i * z) := by
  obtain ⟨U, hU, hs⟩ : ∃ U : Matrix n n ℂ, U * star U = 1 ∧
      C = U * diagonal (fun i => (hC.eigenvalues i : ℂ)) * star U := by
    refine ⟨hC.eigenvectorUnitary, Matrix.mem_unitaryGroup_iff.mp hC.eigenvectorUnitary.2, ?_⟩
    have h := hC.spectral_theorem
    rw [Unitary.conjStarAlgAut_apply] at h
    exact h
  have h1 : 1 + (z - 1) • C =
      U * (1 + (z - 1) • diagonal (fun i => (hC.eigenvalues i : ℂ))) * star U := by
    rw [mul_add, add_mul, mul_one, hU, mul_smul_comm, smul_mul_assoc, ← hs]
  have h2 : 1 + (z - 1) • diagonal (fun i => (hC.eigenvalues i : ℂ)) =
      diagonal (fun i => 1 - (hC.eigenvalues i : ℂ) + hC.eigenvalues i * z) := by
    ext i j
    by_cases h : i = j
    · subst h
      simp only [Matrix.add_apply, Matrix.smul_apply, Matrix.one_apply_eq,
        Matrix.diagonal_apply_eq, smul_eq_mul]
      ring
    · simp [h]
  -- the unitary drops out of the determinant
  rw [countingGF, h1, h2, det_mul, det_mul, mul_right_comm, ← det_mul, hU, det_one,
    one_mul, det_diagonal]
```

The two bounds return as $0\le p_i\le1$. This could be read from the quadratic form on an eigenvector, but the file obtains it from the location of the zeros. If $p_i=0$, there is nothing to show. Otherwise the factor with index $i$ vanishes at $z=1-1/p_i$, which must be nonpositive. Hence $1/p_i\ge1$, so $p_i$ is positive and at most one.

```lean
/-- The eigenvalues of a correlation matrix lie between zero and one. -/
theorem occupation_mem {C : Matrix n n ℂ} (hC : IsCorrelationMatrix C) (i : n) :
    0 ≤ hC.herm.eigenvalues i ∧ hC.herm.eigenvalues i ≤ 1 := by
  by_cases hp : hC.herm.eigenvalues i = 0
  · rw [hp]; norm_num
  -- a nonzero eigenvalue p produces the zero 1 - 1/p, which must be nonpositive
  have hz : countingGF C ((1 - 1 / hC.herm.eigenvalues i : ℝ) : ℂ) = 0 := by
    rw [countingGF_eq_prod hC.herm]
    apply Finset.prod_eq_zero (Finset.mem_univ i)
    have h := mul_one_div_cancel (Complex.ofReal_ne_zero.mpr hp)
    push_cast
    linear_combination -h
  have h := (zeros_real_nonpos hC hz).2
  rw [Complex.ofReal_re] at h
  have hm := mul_one_div_cancel hp
  have hpos : 0 < hC.herm.eigenvalues i := by
    by_contra hn
    have := one_div_nonpos.mpr (not_lt.mp hn)
    linarith
  exact ⟨hpos.le, by nlinarith⟩
```

Each factor is thus the generating function of a mode that is filled with probability $p_i$ and empty with probability $1-p_i$. To expand the product, choose $p_iz$ for every $i$ in a set $S$ and $1-p_i$ for every other $i$:

$$\chi(z)=\sum_S P(S)\,z^{|S|},\qquad P(S)=\prod_{i\in S}p_i\prod_{i\notin S}(1-p_i).$$

Every $P(S)$ is nonnegative because both kinds of factor are. The same expansion at $z=1$ gives $\sum_SP(S)=\prod_i(p_i+1-p_i)=1$. The theorem `countingGF_eq_sum` states these three facts together, and `Finset.prod_add` performs both expansions.

```lean
/-- The pattern probabilities built from the eigenvalues of `C` are nonnegative and sum to one, and
the determinant is the sum of these probabilities times `z` to the number of occupied modes. -/
theorem countingGF_eq_sum {C : Matrix n n ℂ} (hC : IsCorrelationMatrix C) :
    (∀ S, 0 ≤ patternProb hC.herm.eigenvalues S) ∧
    ∑ S, patternProb hC.herm.eigenvalues S = 1 ∧
    ∀ z, countingGF C z =
      ∑ S, (patternProb hC.herm.eigenvalues S : ℂ) * z ^ S.card := by
  refine ⟨fun S => ?_, ?_, fun z => ?_⟩
  · exact mul_nonneg (Finset.prod_nonneg fun i _ => (occupation_mem hC i).1)
      (Finset.prod_nonneg fun i _ => sub_nonneg.mpr (occupation_mem hC i).2)
  · have h := Finset.prod_add hC.herm.eigenvalues
      (fun i => 1 - hC.herm.eigenvalues i) Finset.univ
    rw [Finset.powerset_univ] at h
    simp only [patternProb]
    rw [← h]
    simp
  · rw [countingGF_eq_prod hC.herm]
    simp_rw [add_comm (1 - _ : ℂ)]
    rw [Finset.prod_add, Finset.powerset_univ]
    refine Finset.sum_congr rfl fun S _ => ?_
    rw [Finset.prod_mul_distrib, Finset.prod_const, patternProb]
    push_cast
    ring
```

The coefficient of $z^k$ is therefore the probability of finding $k$ particles. The sets $S$ refer to eigenmodes of $C$, not to the original modes, whose occupations are in general correlated.

## Every nonpositive number occurs

The half-line cannot be made smaller for the whole class of correlation matrices. Given a real $x\le0$, take a single mode with occupation $p=1/(1-x)$. Since $1-x\ge1$, this satisfies $0<p\le1$, and

$$\chi(x)=1+(x-1)p=1-(1-x)p=0.$$

The theorem `every_nonpos_is_zero` states both that this one-by-one matrix is a correlation matrix and that $x$ is a zero. In the proof, `hq` reduces the quadratic form to $p\,v^\dagger v$, from which the two bounds follow, and `hm` is the identity $(1-x)p=1$ that makes the determinant vanish.

```lean
/-- Every real `x ≤ 0` is a zero for a single mode with occupation `1 / (1 - x)`. -/
theorem every_nonpos_is_zero {x : ℝ} (hx : x ≤ 0) :
    IsCorrelationMatrix (((1 / (1 - x) : ℝ) : ℂ) • (1 : Matrix (Fin 1) (Fin 1) ℂ)) ∧
    countingGF (((1 / (1 - x) : ℝ) : ℂ) • (1 : Matrix (Fin 1) (Fin 1) ℂ)) x = 0 := by
  have hd : 0 < 1 - x := by linarith
  have hp0 : 0 ≤ 1 / (1 - x) := by positivity
  have hp1 : 1 / (1 - x) ≤ 1 := by
    rw [div_le_one hd]
    linarith
  have hm : (1 - x) * (1 / (1 - x)) = 1 := mul_one_div_cancel hd.ne'
  generalize 1 / (1 - x) = p at hp0 hp1 hm ⊢
  have hq : ∀ v : Fin 1 → ℂ, (star v ⬝ᵥ ((p : ℂ) • (1 : Matrix (Fin 1) (Fin 1) ℂ)) *ᵥ v).re
      = p * (star v ⬝ᵥ v).re := by
    intro v
    rw [Matrix.smul_mulVec, Matrix.one_mulVec, dotProduct_smul, smul_eq_mul,
      Complex.re_ofReal_mul]
  have hn : ∀ v : Fin 1 → ℂ, 0 ≤ (star v ⬝ᵥ v).re := by
    intro v
    by_cases hv : v = 0
    · simp [hv]
    · exact (normSq_pos hv).le
  refine ⟨⟨?_, fun v => ?_, fun v => ?_⟩, ?_⟩
  · ext i j
    fin_cases i
    fin_cases j
    simp
  · rw [hq]
    exact mul_nonneg hp0 (hn v)
  · rw [hq]
    exact mul_le_of_le_one_left (hn v) hp1
  · have hmc : (1 - (x : ℂ)) * p = 1 := by exact_mod_cast hm
    rw [countingGF, Matrix.det_fin_one]
    simp only [Matrix.add_apply, Matrix.smul_apply, Matrix.one_apply_eq, smul_eq_mul, mul_one]
    linear_combination -hmc

end

end FullCountingZeros
```

```lean
#print axioms FullCountingZeros.ne_zero_on_circle
#print axioms FullCountingZeros.countingGF_eq_sum
#print axioms FullCountingZeros.every_nonpos_is_zero
```

```
'FullCountingZeros.ne_zero_on_circle' depends on axioms: [propext, Classical.choice, Quot.sound]
'FullCountingZeros.countingGF_eq_sum' depends on axioms: [propext, Classical.choice, Quot.sound]
'FullCountingZeros.every_nonpos_is_zero' depends on axioms: [propext, Classical.choice, Quot.sound]
```
